# Expansion of the cumulant propagator factor for one boson frequency into oscillating lines

Take a single electronic level coupled linearly to one boson mode of frequency w, at zero temperature and with ħ = 1. For t > 0, the retarded propagator for adding an electron to the empty level is the uncoupled propagator times the cumulant factor exp(S(e^{-iwt} + iwt - 1)), where S is the Huang-Rhys factor. The theorem `cumulant_hasSum` states that this factor is the sum of a convergent series over n = 0, 1, 2, …, whose n-th term is e^{-S} Sⁿ/n! times exp(i(S-n)wt). The theorem itself takes S, w and t to be arbitrary real numbers, with no sign condition on any of them. The attempt starts from the exponential series of S e^{-iwt}, multiplies it by the constant exp(S(iwt - 1)), and then tries to match the result with the stated series and its value.

Lean 4 with Mathlib refuses this proof:

```lean
import Mathlib

open Filter Topology

namespace CumulantHasSum

noncomputable section

/-- Weight of the line with `n` emitted bosons at Huang-Rhys factor `S`. -/
def lineWeight (S : ℝ) (n : ℕ) : ℝ := Real.exp (-S) * (S ^ n / (n.factorial : ℝ))

/-- The cumulant propagator factor is a convergent sum of lines: the `n`-th one oscillates as
`exp(i(S-n)wt)` and carries the weight `lineWeight S n`. -/
theorem cumulant_hasSum (S w t : ℝ) :
    HasSum (fun n : ℕ => (lineWeight S n : ℂ) * Complex.exp (Complex.I * (S - n) * w * t))
      (Complex.exp (S * (Complex.exp (-(Complex.I * w * t)) + Complex.I * w * t - 1))) := by
  have h := NormedSpace.expSeries_div_hasSum_exp
    ((S : ℂ) * Complex.exp (-(Complex.I * w * t)))
  rw [← Complex.exp_eq_exp_ℂ] at h
  -- pull out the factor common to all lines
  convert h.mul_left (Complex.exp (S * (Complex.I * w * t - 1))) using 1
  · funext n
    have key : Complex.exp (-(S : ℂ)) * Complex.exp (Complex.I * (S - n) * w * t)
        = Complex.exp (S * (Complex.I * w * t - 1))
          * Complex.exp (-(Complex.I * w * t)) ^ n := by
      rw [← Complex.exp_nat_mul, ← Complex.exp_add, ← Complex.exp_add]
      congr 1
      ring
    simp only [lineWeight]
    push_cast
    rw [mul_pow]
    linear_combination ((S : ℂ) ^ n / (n.factorial : ℂ)) * key
  · rw [← Complex.exp_add]
    congr 1
    ring

end

end CumulantHasSum
```

Lean reports:

```
Main.lean:22:4: error: Tactic `apply` failed: could not unify the conclusion of `@funext`
  ?f = ?g
with the goal
  Complex.instAddCommMonoid =
    Complex.instNonUnitalCommRing.toNonUnitalNonAssocCommRing.toNonUnitalNonAssocSemiring.toAddCommMonoid

Note: The full type of `@funext` is
  ∀ {α : Sort ?u.80} {β : α → Sort ?u.79} {f g : (x : α) → β x}, (∀ (x : α), f x = g x) → f = g

case e'_3
S w t : ℝ
h :
  HasSum (fun n => (↑S * Complex.exp (-(Complex.I * ↑w * ↑t))) ^ n / ↑n.factorial)
    (Complex.exp (↑S * Complex.exp (-(Complex.I * ↑w * ↑t))))
⊢ Complex.instAddCommMonoid =
    Complex.instNonUnitalCommRing.toNonUnitalNonAssocCommRing.toNonUnitalNonAssocSemiring.toAddCommMonoid
Main.lean:33:8: error: Tactic `rewrite` failed: Did not find an occurrence of the pattern
  Complex.exp ?x * Complex.exp ?y
in the target expression
  (fun n => ↑(lineWeight S n) * Complex.exp (Complex.I * (↑S - ↑n) * ↑w * ↑t)) = fun i =>
    Complex.exp (↑S * (Complex.I * ↑w * ↑t - 1)) * ((↑S * Complex.exp (-(Complex.I * ↑w * ↑t))) ^ i / ↑i.factorial)

case e'_5
S w t : ℝ
h :
  HasSum (fun n => (↑S * Complex.exp (-(Complex.I * ↑w * ↑t))) ^ n / ↑n.factorial)
    (Complex.exp (↑S * Complex.exp (-(Complex.I * ↑w * ↑t))))
⊢ (fun n => ↑(lineWeight S n) * Complex.exp (Complex.I * (↑S - ↑n) * ↑w * ↑t)) = fun i =>
    Complex.exp (↑S * (Complex.I * ↑w * ↑t - 1)) * ((↑S * Complex.exp (-(Complex.I * ↑w * ↑t))) ^ i / ↑i.factorial)
Main.lean:16:90: error: unsolved goals
case e'_6
S w t : ℝ
h :
  HasSum (fun n => (↑S * Complex.exp (-(Complex.I * ↑w * ↑t))) ^ n / ↑n.factorial)
    (Complex.exp (↑S * Complex.exp (-(Complex.I * ↑w * ↑t))))
⊢ Complex.exp (↑S * (Complex.exp (-(Complex.I * ↑w * ↑t)) + Complex.I * ↑w * ↑t - 1)) =
    Complex.exp (↑S * (Complex.I * ↑w * ↑t - 1)) * Complex.exp (↑S * Complex.exp (-(Complex.I * ↑w * ↑t)))
```

Diagnosis. The proof has two bullets after `convert ... using 1`, one for the equality of the terms and one for the equality of the sums. But `convert` left three goals, and the first asks that two expressions for the additive monoid structure on ℂ be equal. One comes from the theorem's statement, the other from the ring structure used by `h.mul_left`. The first bullet therefore applies `funext` to an equation between structures, not functions, and fails. The second bullet receives the equality of the terms, where its `rw` finds no product of two exponentials to combine. The equality of the sums is left with no bullet at all, hence the "unsolved goals" error.

The repair states the two intended equalities explicitly, as `hf` and `hv`, and proves them by the same steps as before. After `rw [hf, hv]` the goal has the form given by `h.mul_left _`, and `exact` accepts it, since the two monoid structures agree by definition. The equation between them never appears as a separate goal.

Fix (accepted with no message):

```diff
@@ -19,6 +19,8 @@
   rw [← Complex.exp_eq_exp_ℂ] at h
   -- pull out the factor common to all lines
-  convert h.mul_left (Complex.exp (S * (Complex.I * w * t - 1))) using 1
-  · funext n
+  have hf : (fun n : ℕ => (lineWeight S n : ℂ) * Complex.exp (Complex.I * (S - n) * w * t))
+      = fun n : ℕ => Complex.exp (S * (Complex.I * w * t - 1))
+        * (((S : ℂ) * Complex.exp (-(Complex.I * w * t))) ^ n / (n.factorial : ℂ)) := by
+    funext n
     have key : Complex.exp (-(S : ℂ)) * Complex.exp (Complex.I * (S - n) * w * t)
         = Complex.exp (S * (Complex.I * w * t - 1))
@@ -31,7 +33,12 @@
     rw [mul_pow]
     linear_combination ((S : ℂ) ^ n / (n.factorial : ℂ)) * key
-  · rw [← Complex.exp_add]
+  have hv : Complex.exp (S * (Complex.exp (-(Complex.I * w * t)) + Complex.I * w * t - 1))
+      = Complex.exp (S * (Complex.I * w * t - 1))
+        * Complex.exp ((S : ℂ) * Complex.exp (-(Complex.I * w * t))) := by
+    rw [← Complex.exp_add]
     congr 1
     ring
+  rw [hf, hv]
+  exact h.mul_left _
 
 end
```
